# The slope of a differentiable ground energy: Hellmann–Feynman from the variational principle in finite dimension

## Two levels and a straight line

Take a two-level system with Hamiltonian $s\sigma_z$, where $s$ is real and $\sigma_z(x_0,x_1)=(x_0,-x_1)$. Its levels are $s$ and $-s$, so the ground energy is $E(s)=-|s|$.

Now fix the vector $e_1=(0,1)$ and vary $s$. Its energy expectation is $-s$, a straight line in $s$ with slope $\langle e_1,\sigma_z e_1\rangle=-1$. The ground energy never exceeds this line, because $-|s|\le -s$. At any $s_0>0$ the vector $e_1$ is a ground vector, so curve and line meet there. The curve is differentiable at this $s_0$, and it touches the line there without ever rising above it, so the two slopes agree: $E'(s_0)=-1$.

At $s_0=0$ the vector $e_0=(1,0)$ is a ground vector too, and its line has slope $+1$. The curve touches both lines, and it has a kink.

## The general statement

Let $H_0$ and $V$ be Hermitian operators on a finite-dimensional complex inner product space, let $H(s)=H_0+sV$ for real $s$, and let $E(s)$ be the lowest eigenvalue of $H(s)$. If $E$ has derivative $E'$ at $s_0$, then

$$E'=\langle u,Vu\rangle$$

for every unit vector $u$ with $H(s_0)u=E(s_0)u$. The ground level may be degenerate, and nothing is assumed about how ground vectors vary with $s$.

The name Hellmann–Feynman is often attached to a broader formula, for Hamiltonians with a general smooth dependence on a parameter and for any eigenstate that can be followed smoothly. The result here concerns the lowest level and a parameter that enters linearly.

A typical use is a molecule in a uniform electric field, described in a fixed finite basis. The field strength enters linearly with $V=-\mu$, where $\mu$ is the dipole component along the field. Where the exact ground energy of this finite model is differentiable, its field derivative is minus the dipole expectation in the ground state.

## Derivation

**A bound on expectations.** Let $H$ be Hermitian with orthonormal eigenbasis $b_i$ and levels $\varepsilon_i$, all at least $m$. Hermiticity gives $\langle b_i,Hv\rangle=\langle Hb_i,v\rangle=\varepsilon_i\langle b_i,v\rangle$, so for any vector $v$

$$\langle v,(H-m)v\rangle=\sum_i\langle v,b_i\rangle\langle b_i,(H-m)v\rangle=\sum_i(\varepsilon_i-m)\,|\langle b_i,v\rangle|^2\ge 0 .$$

Therefore $m\|v\|^2\le\langle v,Hv\rangle$. With $m$ the lowest eigenvalue, this is the Rayleigh–Ritz inequality.

**The line above the curve.** Let $u$ be a unit ground vector at $s_0$ and use it as a trial vector at $s$:

$$E(s)\le\langle u,H(s)u\rangle=\langle u,H_0u\rangle+s\langle u,Vu\rangle .$$

At $s_0$ the vector is an eigenvector, so $E(s_0)=\langle u,H_0u\rangle+s_0\langle u,Vu\rangle$. Eliminating $\langle u,H_0u\rangle$ gives

$$E(s)\le E(s_0)+(s-s_0)\langle u,Vu\rangle .$$

**Stationarity.** Put $g(s)=E(s)-(s-s_0)\langle u,Vu\rangle$. The last inequality says $g(s)\le E(s_0)=g(s_0)$, so $g$ is maximal at $s_0$. Its difference quotients at $s_0$ are at most zero from the right and at least zero from the left, so its derivative there is zero:

$$0=g'(s_0)=E'-\langle u,Vu\rangle .$$

**Kinks.** If two unit ground vectors at $s_0$ have different expectations of $V$, a derivative would have to equal both numbers. Hence $E$ is not differentiable at $s_0$.

## One dimension, and a level that is not the lowest

In a one-dimensional space $H_0$ and $V$ are multiplication by real numbers $h$ and $c$. Then $E(s)=h+sc$, the inequality for the line is an equality at every $s$, and $E'=c$.

The formula can fail when $E(s)$ is an eigenvalue but not always the lowest. For $s\sigma_z$ follow the level $E(s)=s$, which is differentiable with $E'(0)=1$. At $s=0$ the unit vector $e_1$ is an eigenvector with eigenvalue $E(0)=0$, yet $\langle e_1,\sigma_z e_1\rangle=-1$. The derivation breaks at the line: for $s>0$ the level $s$ lies above the trial energy $-s$. This example is worked out here and does not appear in the Lean file.

## How the Lean statement reads

The space is `F`, with `FiniteDimensional ℂ F`. Operators are complex-linear maps, and `IsSymmetric` says $\langle Ax,y\rangle=\langle x,Ay\rangle$ for all $x,y$. The inner product is conjugate-linear in its first argument.

`IsGroundEnergy H e` says that the real number `e` is an eigenvalue of `H` and that no real eigenvalue lies below it. It does not mention expectations, so the variational principle is a theorem and not part of the definition. `hamiltonian H0 V s` is $H_0+sV$, and `expect A u` is the real part of $\langle u,Au\rangle$.

In `hellmann_feynman`, the hypothesis `hE` says that `E s` is the ground energy for every real `s`. Such a function exists on any nonzero space, by `exists_isGroundEnergy`. The hypothesis `hd` is differentiability at `s0` with derivative `E'`; it is assumed, and the theorem gives no criterion for it. The hypotheses `hu` and `hgs` say that `u` is a unit ground vector at `s0`. The conclusion is an equation between complex numbers, so it also says that $\langle u,Vu\rangle$ is real.

Unbounded operators on infinite-dimensional spaces, basis sets that move with the parameter, and approximate ground states are not covered.

## The Lean file

```lean
import Mathlib

namespace HellmannFeynmanVariational

noncomputable section

variable {F : Type*} [NormedAddCommGroup F] [InnerProductSpace ℂ F]

/-- The real number `e` is the lowest eigenvalue of `H`: it is an eigenvalue, and no real
eigenvalue lies below it. -/
def IsGroundEnergy (H : F →ₗ[ℂ] F) (e : ℝ) : Prop :=
  (∃ u : F, u ≠ 0 ∧ H u = (e : ℂ) • u) ∧
    ∀ (e' : ℝ) (v : F), v ≠ 0 → H v = (e' : ℂ) • v → e ≤ e'

/-- The Hamiltonian `H0 + s V` with real coupling strength `s`. -/
def hamiltonian (H0 V : F →ₗ[ℂ] F) (s : ℝ) : F →ₗ[ℂ] F := H0 + (s : ℂ) • V

/-- The real part of `⟨u, A u⟩`. -/
def expect (A : F →ₗ[ℂ] F) (u : F) : ℝ := (inner ℂ u (A u)).re

/-- For a Hermitian operator `A` the number `⟨u, A u⟩` is real. -/
theorem expect_eq_inner {A : F →ₗ[ℂ] F} (hA : A.IsSymmetric) (u : F) :
    (expect A u : ℂ) = inner ℂ u (A u) :=
  Complex.conj_eq_iff_re.1 (by rw [inner_conj_symm, hA u u])

/-- In an eigenvector of `H` with real eigenvalue `e`, the expectation of `H` is `e ‖v‖²`. -/
theorem expect_of_eigenvector {H : F →ₗ[ℂ] F} {e : ℝ} {v : F}
    (h : H v = (e : ℂ) • v) : expect H v = e * ‖v‖ ^ 2 := by
  have hn : inner ℂ v v = ((‖v‖ ^ 2 : ℝ) : ℂ) := by
    push_cast
    exact inner_self_eq_norm_sq_to_K v
  rw [expect, h, inner_smul_right, hn, ← Complex.ofReal_mul, Complex.ofReal_re]

/-- If a Hermitian `H` has an orthonormal eigenbasis with all levels at least `m`, then the
expectation of `H` in any vector `v` is at least `m ‖v‖²`. -/
theorem le_expect_of_levels {ι : Type*} [Fintype ι] {H : F →ₗ[ℂ] F} (hH : H.IsSymmetric)
    (b : OrthonormalBasis ι ℂ F) (ε : ι → ℝ) (hb : ∀ i, H (b i) = (ε i : ℂ) • b i)
    {m : ℝ} (hm : ∀ i, m ≤ ε i) (v : F) : m * ‖v‖ ^ 2 ≤ expect H v := by
  have hz : ∀ (r : ℝ) (z : ℂ), 0 ≤ r → 0 ≤ (starRingEnd ℂ z * ((r : ℂ) * z)).re := by
    intro r z hr
    have h : starRingEnd ℂ z * ((r : ℂ) * z) = ((r * Complex.normSq z : ℝ) : ℂ) := by
      rw [Complex.ofReal_mul, ← Complex.mul_conj]
      ring
    rw [h, Complex.ofReal_re]
    exact mul_nonneg hr (Complex.normSq_nonneg z)
  -- expand `⟨v, (H - m) v⟩` in the eigenbasis: every term is nonnegative
  have key : 0 ≤ (inner ℂ v (H v - (m : ℂ) • v)).re := by
    rw [← b.sum_inner_mul_inner v (H v - (m : ℂ) • v), Complex.re_sum]
    refine Finset.sum_nonneg fun i _ => ?_
    have hi : inner ℂ (b i) (H v - (m : ℂ) • v)
        = ((ε i - m : ℝ) : ℂ) * inner ℂ (b i) v := by
      rw [inner_sub_right, inner_smul_right, ← hH (b i) v, hb, inner_smul_left,
        Complex.conj_ofReal]
      push_cast
      ring
    rw [hi, ← inner_conj_symm v (b i)]
    exact hz _ _ (sub_nonneg.2 (hm i))
  have hmv : (inner ℂ v ((m : ℂ) • v)).re = m * ‖v‖ ^ 2 := by
    have h := expect_of_eigenvector (H := (m : ℂ) • (LinearMap.id : F →ₗ[ℂ] F))
      (e := m) (v := v) (by rw [LinearMap.smul_apply, LinearMap.id_apply])
    simpa only [expect, LinearMap.smul_apply, LinearMap.id_apply] using h
  rw [inner_sub_right, Complex.sub_re, hmv] at key
  exact sub_nonneg.1 key

section FiniteDimension

variable [FiniteDimensional ℂ F]

/-- Every Hermitian operator on a nonzero finite-dimensional space has a ground energy. -/
theorem exists_isGroundEnergy [Nontrivial F] {H : F →ₗ[ℂ] F} (hH : H.IsSymmetric) :
    ∃ e : ℝ, IsGroundEnergy H e := by
  have : Nonempty (Fin (Module.finrank ℂ F)) := ⟨⟨0, Module.finrank_pos⟩⟩
  obtain ⟨i, hi⟩ := Finite.exists_min (hH.eigenvalues rfl)
  refine ⟨hH.eigenvalues rfl i, ⟨hH.eigenvectorBasis rfl i,
    (hH.eigenvectorBasis rfl).orthonormal.ne_zero i, hH.apply_eigenvectorBasis rfl i⟩, ?_⟩
  intro e' v hv h
  have hle := le_expect_of_levels hH (hH.eigenvectorBasis rfl) (hH.eigenvalues rfl)
    (fun j => hH.apply_eigenvectorBasis rfl j) hi v
  rw [expect_of_eigenvector h] at hle
  exact le_of_mul_le_mul_right hle (pow_pos (norm_pos_iff.2 hv) 2)

/-- Rayleigh-Ritz principle: on a finite-dimensional space, the expectation of a Hermitian `H` in
any trial vector `v` is at least the ground energy times `‖v‖²`. -/
theorem rayleigh_ritz {H : F →ₗ[ℂ] F} (hH : H.IsSymmetric) {e : ℝ}
    (he : IsGroundEnergy H e) (v : F) : e * ‖v‖ ^ 2 ≤ expect H v :=
  le_expect_of_levels hH (hH.eigenvectorBasis rfl) (hH.eigenvalues rfl)
    (fun j => hH.apply_eigenvectorBasis rfl j)
    (fun j => he.2 _ _ ((hH.eigenvectorBasis rfl).orthonormal.ne_zero j)
      (hH.apply_eigenvectorBasis rfl j)) v

variable {H0 V : F →ₗ[ℂ] F} {E : ℝ → ℝ} {s0 : ℝ}

/-- For Hermitian `H0` and `V` on a finite-dimensional space, the ground energy curve of `H0 + s V`
is nowhere above the line through `(s0, E s0)` whose slope is the expectation of `V` in a unit
ground vector at `s0`. -/
theorem energy_le_line (h0 : H0.IsSymmetric) (hV : V.IsSymmetric)
    (hE : ∀ s, IsGroundEnergy (hamiltonian H0 V s) (E s)) {u : F} (hu : ‖u‖ = 1)
    (hgs : hamiltonian H0 V s0 u = (E s0 : ℂ) • u) (s : ℝ) :
    E s ≤ E s0 + (s - s0) * expect V u := by
  have hsym : (hamiltonian H0 V s).IsSymmetric := by
    intro x y
    simp only [hamiltonian, LinearMap.add_apply, LinearMap.smul_apply, inner_add_left,
      inner_add_right, inner_smul_left, inner_smul_right, Complex.conj_ofReal, h0 x y, hV x y]
  have hlin : ∀ t : ℝ, expect (hamiltonian H0 V t) u = expect H0 u + t * expect V u := by
    intro t
    simp [expect, hamiltonian]
  -- the ground vector at `s0` serves as trial vector at `s`
  have h1 := rayleigh_ritz hsym (hE s) u
  have h2 := expect_of_eigenvector hgs
  rw [hlin, hu] at h1 h2
  linarith

/-- Hellmann-Feynman theorem for the ground energy: let `H0` and `V` be Hermitian on a
finite-dimensional space. If the ground energy of `H0 + s V` has derivative `E'` at `s0`, then `E' =
⟨u, V u⟩` for every unit ground vector `u` at `s0`. -/
theorem hellmann_feynman (h0 : H0.IsSymmetric) (hV : V.IsSymmetric)
    (hE : ∀ s, IsGroundEnergy (hamiltonian H0 V s) (E s)) {E' : ℝ}
    (hd : HasDerivAt E E' s0) {u : F} (hu : ‖u‖ = 1)
    (hgs : hamiltonian H0 V s0 u = (E s0 : ℂ) • u) :
    (E' : ℂ) = inner ℂ u (V u) := by
  -- energy minus line is maximal at `s0`, hence stationary there
  have hmax : IsLocalMax (fun s => E s - (s - s0) * expect V u) s0 := by
    refine Filter.Eventually.of_forall fun s => ?_
    show E s - (s - s0) * expect V u ≤ E s0 - (s0 - s0) * expect V u
    have h := energy_le_line h0 hV hE hu hgs s
    linarith
  have hg : HasDerivAt (fun s => E s - (s - s0) * expect V u) (E' - 1 * expect V u) s0 :=
    hd.fun_sub (((hasDerivAt_id' s0).sub_const s0).mul_const (expect V u))
  have hz := hmax.hasDerivAt_eq_zero hg
  have hval : E' = expect V u := by linarith
  rw [hval, expect_eq_inner hV]

/-- Let `H0` and `V` be Hermitian on a finite-dimensional space. If two unit ground vectors of `H0 +
s0 V` have different expectations of `V`, the ground energy of `H0 + s V` is not differentiable at
`s0`. -/
theorem not_differentiableAt_of_ne (h0 : H0.IsSymmetric) (hV : V.IsSymmetric)
    (hE : ∀ s, IsGroundEnergy (hamiltonian H0 V s) (E s)) {u w : F}
    (hu : ‖u‖ = 1) (hgu : hamiltonian H0 V s0 u = (E s0 : ℂ) • u)
    (hw : ‖w‖ = 1) (hgw : hamiltonian H0 V s0 w = (E s0 : ℂ) • w)
    (hne : inner ℂ u (V u) ≠ inner ℂ w (V w)) : ¬ DifferentiableAt ℝ E s0 := fun hd =>
  hne ((hellmann_feynman h0 hV hE hd.hasDerivAt hu hgu).symm.trans
    (hellmann_feynman h0 hV hE hd.hasDerivAt hw hgw))

end FiniteDimension

/-- The Pauli operator `σ_z` on a two-level system. -/
def sigmaZ : EuclideanSpace ℂ (Fin 2) →ₗ[ℂ] EuclideanSpace ℂ (Fin 2) where
  toFun x := !₂[x 0, -x 1]
  map_add' x y := by ext i; fin_cases i <;> simp [add_comm]
  map_smul' c x := by ext i; fin_cases i <;> simp

/-- The ground energy of `s σ_z` is `-|s|`, which is not differentiable at `s = 0`. -/
theorem sigmaZ_level_crossing :
    (∀ s : ℝ, IsGroundEnergy (hamiltonian 0 sigmaZ s) (-|s|)) ∧
      ¬ DifferentiableAt ℝ (fun s : ℝ => -|s|) 0 := by
  refine ⟨fun s => ⟨?_, ?_⟩, fun h => ?_⟩
  · rcases le_total 0 s with h | h
    · refine ⟨!₂[0, 1], fun h0 => ?_, ?_⟩
      · have h1 := congrArg (fun x : EuclideanSpace ℂ (Fin 2) => x 1) h0
        simp at h1
      · ext i
        fin_cases i <;> simp [hamiltonian, sigmaZ, abs_of_nonneg h]
    · refine ⟨!₂[1, 0], fun h0 => ?_, ?_⟩
      · have h1 := congrArg (fun x : EuclideanSpace ℂ (Fin 2) => x 0) h0
        simp at h1
      · ext i
        fin_cases i <;> simp [hamiltonian, sigmaZ, abs_of_nonpos h]
  · intro e v hv h
    have h0 : (s : ℂ) * v 0 = e * v 0 := by
      simpa [hamiltonian, sigmaZ] using
        congrArg (fun x : EuclideanSpace ℂ (Fin 2) => x 0) h
    have h1 : (s : ℂ) * -v 1 = e * v 1 := by
      simpa [hamiltonian, sigmaZ] using
        congrArg (fun x : EuclideanSpace ℂ (Fin 2) => x 1) h
    -- below `-|s|` both components of an eigenvector would vanish
    by_contra hlt
    have hlt' : e < -|s| := lt_of_not_ge hlt
    have p0 : 0 < s - e := by linarith [neg_abs_le s]
    have p1 : s + e < 0 := by linarith [le_abs_self s]
    have z0 : v 0 = 0 := by
      have hp : ((s - e : ℝ) : ℂ) * v 0 = 0 := by
        push_cast
        linear_combination h0
      exact (mul_eq_zero.1 hp).resolve_left (Complex.ofReal_ne_zero.2 p0.ne')
    have z1 : v 1 = 0 := by
      have hp : ((s + e : ℝ) : ℂ) * v 1 = 0 := by
        push_cast
        linear_combination -h1
      exact (mul_eq_zero.1 hp).resolve_left (Complex.ofReal_ne_zero.2 p1.ne)
    apply hv
    ext i
    fin_cases i
    · simpa using z0
    · simpa using z1
  · have h2 := h.hasDerivAt.fun_neg.differentiableAt
    simp only [neg_neg] at h2
    exact not_differentiableAt_abs_zero h2

end

end HellmannFeynmanVariational
```

```lean
#print axioms HellmannFeynmanVariational.exists_isGroundEnergy
-- 'HellmannFeynmanVariational.exists_isGroundEnergy' depends on axioms: [propext, Classical.choice, Quot.sound]
#print axioms HellmannFeynmanVariational.hellmann_feynman
-- 'HellmannFeynmanVariational.hellmann_feynman' depends on axioms: [propext, Classical.choice, Quot.sound]
#print axioms HellmannFeynmanVariational.not_differentiableAt_of_ne
-- 'HellmannFeynmanVariational.not_differentiableAt_of_ne' depends on axioms: [propext, Classical.choice, Quot.sound]
#print axioms HellmannFeynmanVariational.sigmaZ_level_crossing
-- 'HellmannFeynmanVariational.sigmaZ_level_crossing' depends on axioms: [propext, Classical.choice, Quot.sound]
```

## From the eigenbasis to Rayleigh–Ritz

`expect_eq_inner` shows that $\langle u,Au\rangle$ equals its own complex conjugate for Hermitian $A$, and `expect_of_eigenvector` computes $\langle v,Hv\rangle=e\|v\|^2$ for an eigenvector.

`le_expect_of_levels` is the first step of the derivation. Inside it, `b.sum_inner_mul_inner` inserts the complete set $b_i$, `hi` establishes $\langle b_i,(H-m)v\rangle=(\varepsilon_i-m)\langle b_i,v\rangle$, and `hz` says that each term of the sum is nonnegative.

The eigenbasis itself comes from Mathlib's spectral theorem, as `eigenvectorBasis` with the levels `eigenvalues`. For `exists_isGroundEnergy`, the smallest of these finitely many levels is chosen. If $v\neq0$ is an eigenvector with real eigenvalue $e'$, the bound reads $m\|v\|^2\le e'\|v\|^2$, and division by $\|v\|^2$ gives $m\le e'$.

`rayleigh_ritz` applies the same bound to a given ground energy `e`. By the second half of `IsGroundEnergy`, every level of the eigenbasis is at least `e`.

## From the line to the derivative

In `energy_le_line`, `hsym` checks that $H_0+sV$ is Hermitian for real $s$, and `hlin` that the expectation in a fixed vector is linear in the coupling. Then `h1` is the Rayleigh–Ritz inequality at `s` and `h2` says that the expectation of $H(s_0)$ equals $E(s_0)\|u\|^2$, both for the same `u`. With $\|u\|=1$, `linarith` eliminates $\langle u,H_0u\rangle$.

In `hellmann_feynman`, `hmax` states that $g$ has a local maximum at `s0`, and `hg` computes its derivative as $E'-\langle u,Vu\rangle$. Mathlib's `hasDerivAt_eq_zero` for local maxima sets this to zero. The last line passes from the real part to the full complex inner product by `expect_eq_inner`. `not_differentiableAt_of_ne` applies the theorem to two ground vectors and compares the results.

## The kink of the two-level system

`sigmaZ_level_crossing` treats $s\sigma_z$ by components. For $s\ge0$ the vector $e_1$ has eigenvalue $-|s|$, and for $s\le0$ the vector $e_0$ does.

To see that no real eigenvalue is lower, let $v$ be an eigenvector with eigenvalue $e$. Its components satisfy $(s-e)v_0=0$ and $(s+e)v_1=0$. If $e<-|s|$, then $s-e>0$ and $s+e<0$, so both components vanish, which contradicts $v\neq0$.

The failure of differentiability at zero is taken directly from the corresponding Mathlib result for $|s|$, after a change of sign.
